# All interior nudged elastic band forces vanish exactly when the true forces lie along the unit tangents and the segments are equal, for a nonzero spring constant

Q: An adatom hops between two sites on a surface. I join the two relaxed structures by a chain of intermediate images, connect neighbours by springs, and run a nudged elastic band optimisation until the force on every moving image is zero. But that force is a sum of two terms, a piece of the true force and a spring force. Couldn't the two cancel, leaving a band that is neither on a reaction path nor evenly spaced?

A: They can't cancel, because they are perpendicular. Let the images be \(R_0,\dots,R_{N+1}\), with the end points \(R_0\) and \(R_{N+1}\) fixed. Write \(\ell_i=\|R_{i+1}-R_i\|\) for the segment lengths, \(i=0,\dots,N\). Image \(i+1\), with \(0\le i<N\), has a unit tangent \(t_{i+1}\) and a true force \(F_{i+1}\), and \(k\) is the spring constant. The band force on that image is

\[
G_i = F_{i+1}-\langle F_{i+1},t_{i+1}\rangle t_{i+1} + k(\ell_{i+1}-\ell_i)\,t_{i+1}.
\]

The first two terms have no component along \(t_{i+1}\), and the last has nothing else. If \(k\neq0\), all the \(G_i\) vanish if and only if each interior \(F_{i+1}\) is a multiple of \(t_{i+1}\) and all \(N+1\) segments have the same length.

Q: What is a configuration in the Lean version? I have \(3A\) coordinates for \(A\) atoms, perhaps mass-weighted.

A: It is a vector in an arbitrary real inner product space `E`, which includes your \(3A\) coordinates. If they are mass-weighted, \(\sqrt m\,x\) for a Cartesian coordinate \(x\) of an atom of mass \(m\), the corresponding Cartesian force component must be divided by \(\sqrt m\), and projections, tangents and lengths are all taken in the weighted coordinates with the ordinary dot product. Periodic cells fit if the coordinates are unwrapped, so that differences of images are ordinary vectors.

```lean
import Mathlib

open Finset

namespace NudgedElasticBand

noncomputable section

variable {E : Type*} [NormedAddCommGroup E] [InnerProductSpace ℝ E]
```

Q: And the band itself? A finite chain ought to have a finite index set.

A: `R`, `t` and `F` are infinite sequences `ℕ → E`, but the theorems constrain only the entries that belong to the band. `segLen R i` is \(\ell_i\).

```lean
/-- Length of the segment joining image `i` to image `i + 1`. -/
def segLen (R : ℕ → E) (i : ℕ) : ℝ := ‖R (i + 1) - R i‖
```

The projection is a function of a force and a tangent. I'll write \(f^\perp=f-\langle f,t\rangle t\) for it.

```lean
/-- For a unit tangent `t`, the force `f` with its component along `t` projected out. -/
def perpForce (f t : E) : E := f - inner ℝ f t • t
```

The band force \(G_i\) is `nebForce k R t F i`. Its index is one less than that of the image it acts on, so the neighbours are `i` and `i + 2`, and no subtraction of natural numbers is needed.

```lean
/-- Nudged elastic band force on image `i + 1`: the perpendicular true force plus the
spring force along the tangent. -/
def nebForce (k : ℝ) (R t F : ℕ → E) (i : ℕ) : E :=
  perpForce (F (i + 1)) (t (i + 1)) + (k * (segLen R (i + 1) - segLen R i)) • t (i + 1)
```

There is also a force for a climbing image, which feels no springs and has the tangential part of its true force reversed.

```lean
/-- Climbing-image force: for a unit tangent, the true force with its component along the tangent
reversed. -/
def climbingForce (f t : E) : E := f - (2 * inner ℝ f t) • t
```

Q: Nothing there says that \(F\) is minus the gradient of an energy, or that \(t\) is tangent to anything.

A: Correct. The true forces are arbitrary vectors and the tangents are arbitrary unit vectors. A band with \(F_i=-\nabla V(R_i)\) and tangents built from neighbouring images is a special case, whichever tangent recipe you use, provided it returns unit vectors. The price is that "parallel to the tangent" means parallel to the vector you supplied. How well that vector represents the direction of a continuous minimum energy path is a question of discretisation, which the theorem does not address.

Q: Then show me the perpendicularity.

A: For \(\|t\|=1\),

\[
\langle f^\perp,t\rangle=\langle f,t\rangle-\langle f,t\rangle\|t\|^2=0 .
\]

The Lean proof expands the inner product in the same way, replaces \(\langle t,t\rangle\) by \(\|t\|^2=1\), and leaves the cancellation to `ring`.

```lean
/-- The projected force is orthogonal to the unit tangent. -/
theorem inner_perpForce (f : E) {t : E} (ht : ‖t‖ = 1) :
    inner ℝ (perpForce f t) t = 0 := by
  unfold perpForce
  rw [inner_sub_left, real_inner_smul_left, real_inner_self_eq_norm_sq, ht]
  ring
```

Next, when is \(f^\perp\) zero? If \(f^\perp=0\), then \(f=\langle f,t\rangle t\), a multiple of \(t\). Conversely, if \(f=ct\), then \(f^\perp=ct-c\|t\|^2t=0\). The two branches of the proof are these two sentences.

```lean
/-- The projected force vanishes exactly when the true force is a multiple of the
unit tangent. -/
theorem perpForce_eq_zero_iff (f : E) {t : E} (ht : ‖t‖ = 1) :
    perpForce f t = 0 ↔ ∃ c : ℝ, f = c • t := by
  constructor
  · intro h
    exact ⟨inner ℝ f t, sub_eq_zero.mp h⟩
  · rintro ⟨c, rfl⟩
    unfold perpForce
    rw [real_inner_smul_left, real_inner_self_eq_norm_sq, ht]
    simp
```

"Parallel" is thus the existence of a real \(c\) with \(f=ct\). It allows either sign, and it allows \(f=0\), as it should at a stationary point of the energy.

Q: So cancellation is excluded by Pythagoras?

A: Yes. Put \(\Delta_i=\ell_{i+1}-\ell_i\). Expanding the square gives

\[
\|G_i\|^2=\|F_{i+1}^\perp\|^2+2k\Delta_i\langle F_{i+1}^\perp,t_{i+1}\rangle+k^2\Delta_i^2\|t_{i+1}\|^2
=\|F_{i+1}^\perp\|^2+(k\Delta_i)^2 .
\]

In Lean, `norm_add_sq_real` performs the expansion and `inner_perpForce` removes the cross term.

```lean
/-- For a unit tangent, the squared band force is the sum of the squared perpendicular true force
and the squared spring force. -/
theorem norm_sq_nebForce (k : ℝ) (R t F : ℕ → E) (i : ℕ) (ht : ‖t (i + 1)‖ = 1) :
    ‖nebForce k R t F i‖ ^ 2 = ‖perpForce (F (i + 1)) (t (i + 1))‖ ^ 2
      + (k * (segLen R (i + 1) - segLen R i)) ^ 2 := by
  rw [nebForce, norm_add_sq_real, real_inner_smul_right, inner_perpForce _ ht,
    norm_smul, ht, mul_one, Real.norm_eq_abs, sq_abs]
  ring
```

If \(G_i=0\), two non-negative numbers add up to zero, so both are zero. The first gives \(F_{i+1}^\perp=0\), hence a true force along the tangent. The second gives \(k\Delta_i=0\), and since \(k\ne0\), \(\ell_{i+1}=\ell_i\). In the other direction, a parallel force and equal neighbouring segments make both terms of \(G_i\) vanish. In the proof, `h1` and `h2` are the two vanishing squares, and `resolve_left hk` is the division by \(k\).

```lean
/-- For `k ≠ 0` and a unit tangent, the band force on one image vanishes exactly when the true force
there is parallel to the tangent and the two adjacent segments have equal length. -/
theorem nebForce_eq_zero_iff {k : ℝ} (hk : k ≠ 0) (R t F : ℕ → E) (i : ℕ)
    (ht : ‖t (i + 1)‖ = 1) :
    nebForce k R t F i = 0 ↔
      (∃ c : ℝ, F (i + 1) = c • t (i + 1)) ∧ segLen R (i + 1) = segLen R i := by
  constructor
  · intro h
    have hsq := norm_sq_nebForce k R t F i ht
    rw [h, norm_zero] at hsq
    -- two squares with vanishing sum vanish separately
    have h1 : ‖perpForce (F (i + 1)) (t (i + 1))‖ ^ 2 = 0 := by
      nlinarith [sq_nonneg ‖perpForce (F (i + 1)) (t (i + 1))‖,
        sq_nonneg (k * (segLen R (i + 1) - segLen R i))]
    have h2 : (k * (segLen R (i + 1) - segLen R i)) ^ 2 = 0 := by
      linarith
    have h3 := (pow_eq_zero_iff two_ne_zero).mp h1
    have h4 := (pow_eq_zero_iff two_ne_zero).mp h2
    exact ⟨(perpForce_eq_zero_iff _ ht).mp (norm_eq_zero.mp h3),
      sub_eq_zero.mp ((mul_eq_zero.mp h4).resolve_left hk)⟩
  · rintro ⟨hF, hs⟩
    rw [nebForce, (perpForce_eq_zero_iff _ ht).mpr hF, hs]
    simp
```

Q: That is one image. The claim about the whole band compares segments that share no image.

A: The equalities chain together. Balance on image \(n+1\) gives \(\ell_{n+1}=\ell_n\), and if \(\ell_n=\ell_0\) is already known, then \(\ell_{n+1}=\ell_0\). Starting from \(\ell_0=\ell_0\), this reaches every segment up to \(\ell_N\). Conversely, if all segments equal \(\ell_0\), then \(\ell_{i+1}=\ell_0=\ell_i\) at each interior image, and the single-image result applies.

```lean
/-- For `k ≠ 0` and unit tangents, all interior band forces vanish if and only if every interior
true force is parallel to its tangent and all segments of the band have equal length. -/
theorem band_converged_iff {k : ℝ} (hk : k ≠ 0) (N : ℕ) (R t F : ℕ → E)
    (ht : ∀ i < N, ‖t (i + 1)‖ = 1) :
    (∀ i < N, nebForce k R t F i = 0) ↔
      (∀ i < N, ∃ c : ℝ, F (i + 1) = c • t (i + 1)) ∧
        (∀ i ≤ N, segLen R i = segLen R 0) := by
  constructor
  · intro h
    refine ⟨fun i hi => ((nebForce_eq_zero_iff hk R t F i (ht i hi)).mp (h i hi)).1, ?_⟩
    -- equality of neighbouring segments propagates from the first one
    intro i
    induction i with
    | zero => intro _; rfl
    | succ n ih =>
      intro hn
      have hn' : n < N := by omega
      exact ((nebForce_eq_zero_iff hk R t F n (ht n hn')).mp (h n hn')).2.trans
        (ih (by omega))
  · rintro ⟨hF, hs⟩ i hi
    exact (nebForce_eq_zero_iff hk R t F i (ht i hi)).mpr
      ⟨hF i hi, (hs (i + 1) (by omega)).trans (hs i (by omega)).symm⟩
```

Read `band_converged_iff` like this: let \(k\neq0\) and let the tangents at images \(1,\dots,N\) have unit length. Then `nebForce` vanishes for every `i < N` if and only if `F (i + 1)` is a multiple of `t (i + 1)` for every `i < N` and `segLen R i` equals `segLen R 0` for every `i ≤ N`. The true forces on the end points do not appear. For \(N=0\) there are no moving images and one segment, and both sides hold trivially.

Q: The condition is \(k\neq0\), but my springs have \(k>0\).

A: Positive constants are included. A negative \(k\) would describe springs that push the images away from even spacing, but the set of force-free bands is the same, because this is a statement about balance and not about stability. What matters is that one constant serves the whole band. With springs of varying stiffness, the balance condition would generally be different.

Q: Do you need both hypotheses? What breaks without them?

A: With \(k=0\) nothing controls the spacing: if all true forces are zero, images at 0, 1 and 5 on a line are force-free. Without unit tangents, the two terms can cancel and leave the band unevenly spaced. Keep those three images, so that \(N=1\), and take \(k=1\), \(t_1=2\) and \(F_1=2\). The projected force is \(2-(2\cdot2)\cdot2=-6\), the spring force is \((4-1)\cdot2=6\), and the sum is zero with segments of lengths 1 and 4.

Q: My code has a spring term that projects the spring vectors onto the tangent, instead of taking differences of lengths. Is that the same?

A: No. That model has the spring force \(k\langle (R_{i+2}-R_{i+1})-(R_{i+1}-R_i),\,t_{i+1}\rangle\,t_{i+1}\). The Pythagorean argument would carry over, but balance would then mean that the two adjacent segments have equal projections on the tangent. On a bent band their lengths may still differ. The version used here gives equal lengths directly.

Q: How long are the segments, then?

A: If the total length is \(L=\sum_{j=0}^{N}\ell_j\), then equality gives \(L=(N+1)\ell_0\), so every \(\ell_i=L/(N+1)\). The proof replaces each term of the sum by `segLen R 0` and counts the terms.

```lean
/-- For `k ≠ 0` and unit tangents, when all interior band forces vanish, each segment length is the
total length of the band divided by the number of segments. -/
theorem segLen_of_converged {k : ℝ} (hk : k ≠ 0) (N : ℕ) (R t F : ℕ → E)
    (ht : ∀ i < N, ‖t (i + 1)‖ = 1) (h : ∀ i < N, nebForce k R t F i = 0)
    (i : ℕ) (hi : i ≤ N) :
    segLen R i = (∑ j ∈ range (N + 1), segLen R j) / ((N : ℝ) + 1) := by
  have hs := ((band_converged_iff hk N R t F ht).mp h).2
  have hN : (N : ℝ) + 1 ≠ 0 := by positivity
  have hsum : ∑ j ∈ range (N + 1), segLen R j = ∑ _j ∈ range (N + 1), segLen R 0 :=
    Finset.sum_congr rfl fun j hj => hs j (by have := Finset.mem_range.mp hj; omega)
  rw [hs i hi, hsum, Finset.sum_const, Finset.card_range, nsmul_eq_mul, eq_div_iff hN]
  push_cast
  ring
```

\(L\) is the length of the polygon through the images, which is not in general the arc length of a smooth path.

Q: No optimiser reaches zero force. Mine stops at a threshold.

A: Then Pythagoras gives bounds. If \(\|G_i\|\le\varepsilon\), each of the two squares is at most \(\varepsilon^2\), so \(\|F_{i+1}^\perp\|\le\varepsilon\) and \(k|\Delta_i|\le\varepsilon\). With \(k>0\), the second becomes \(|\ell_{i+1}-\ell_i|\le\varepsilon/k\). The Lean proof drops one square at a time and takes roots with `abs_le_of_sq_le_sq`.

```lean
/-- For `k > 0` and a unit tangent, if the band force on an image is at most `ε`, the perpendicular
true force is at most `ε` and the adjacent segment lengths differ by at most `ε / k`. -/
theorem residual_bounds {k ε : ℝ} (hk : 0 < k) (R t F : ℕ → E) (i : ℕ)
    (ht : ‖t (i + 1)‖ = 1) (h : ‖nebForce k R t F i‖ ≤ ε) :
    ‖perpForce (F (i + 1)) (t (i + 1))‖ ≤ ε ∧
      |segLen R (i + 1) - segLen R i| ≤ ε / k := by
  have hε : 0 ≤ ε := (norm_nonneg _).trans h
  have hsq := norm_sq_nebForce k R t F i ht
  have hle : ‖nebForce k R t F i‖ ^ 2 ≤ ε ^ 2 := pow_le_pow_left₀ (norm_nonneg _) h 2
  constructor
  · have h1 : ‖perpForce (F (i + 1)) (t (i + 1))‖ ^ 2 ≤ ε ^ 2 := by
      linarith [sq_nonneg (k * (segLen R (i + 1) - segLen R i))]
    exact (le_abs_self _).trans (abs_le_of_sq_le_sq h1 hε)
  · have h2 : (k * (segLen R (i + 1) - segLen R i)) ^ 2 ≤ ε ^ 2 := by
      linarith [sq_nonneg ‖perpForce (F (i + 1)) (t (i + 1))‖]
    have h3 := abs_le_of_sq_le_sq h2 hε
    rw [abs_mul, abs_of_pos hk] at h3
    rw [le_div_iff₀ hk, mul_comm]
    exact h3
```

Here \(\varepsilon\) bounds the norm of the force on a whole image. If your threshold applies to the largest force on any single atom, then for \(A\) atoms in unweighted coordinates \(\varepsilon\) is \(\sqrt A\) times that threshold.

Q: Small differences between neighbours could add up along the band.

A: They can, but at most linearly. By the triangle inequality,

\[
|\ell_{n+1}-\ell_0|\le|\ell_{n+1}-\ell_n|+|\ell_n-\ell_0|\le\frac{\varepsilon}{k}+n\,\frac{\varepsilon}{k}=(n+1)\frac{\varepsilon}{k}.
\]

This is the induction step, with `abs_sub_le` as the triangle inequality.

```lean
/-- For `k > 0` and unit tangents, if every interior band force is at most `ε`, the length of
segment `i` differs from that of the first segment by at most `i * (ε / k)`. -/
theorem spacing_error {k ε : ℝ} (hk : 0 < k) (N : ℕ) (R t F : ℕ → E)
    (ht : ∀ i < N, ‖t (i + 1)‖ = 1) (h : ∀ i < N, ‖nebForce k R t F i‖ ≤ ε) :
    ∀ i ≤ N, |segLen R i - segLen R 0| ≤ (i : ℝ) * (ε / k) := by
  intro i
  induction i with
  | zero => intro _; simp
  | succ n ih =>
    intro hn
    have hn' : n < N := by omega
    have h1 := (residual_bounds hk R t F n (ht n hn') (h n hn')).2
    have h2 := ih (by omega)
    -- triangle inequality through the preceding segment
    have h3 := abs_sub_le (segLen R (n + 1)) (segLen R n) (segLen R 0)
    have h4 : ((n + 1 : ℕ) : ℝ) * (ε / k) = (n : ℝ) * (ε / k) + ε / k := by
      push_cast
      ring
    rw [h4]
    linarith
```

For example, \(\varepsilon=0.05\) eV/Å and \(k=5\) eV/Å² allow neighbouring segments to differ by 0.01 Å, and with \(N=7\) the last segment differs from the first by at most 0.07 Å. In simulation practice this turns a force threshold into a spacing tolerance, for a band with a single spring constant and unit tangents.

Q: What about the barrier? An image whose force is parallel to the tangent need not sit at the saddle.

A: No, it may be anywhere along the path, and that is the reason for the climbing image. Its force is \(f-2\langle f,t\rangle t\). Suppose this vanishes, and write \(a=\langle f,t\rangle\). Taking the inner product with \(t\) gives \(a-2a=0\), so \(a=0\), and putting this back leaves \(f=0\). If \(f=0\), the climbing force is clearly zero. In Lean, `congrArg` takes the inner product of both sides with `t`, `linarith` finds \(a=0\), and `simpa` puts it back.

```lean
/-- For a unit tangent, the climbing-image force vanishes exactly when the full true force vanishes.
-/
theorem climbingForce_eq_zero_iff (f : E) {t : E} (ht : ‖t‖ = 1) :
    climbingForce f t = 0 ↔ f = 0 := by
  constructor
  · intro h
    unfold climbingForce at h
    -- the tangential component `a` of `f` satisfies `a - 2 * a = 0`
    have h1 := congrArg (fun v => inner ℝ v t) h
    simp only [inner_sub_left, real_inner_smul_left, real_inner_self_eq_norm_sq, ht,
      inner_zero_left] at h1
    have hc : inner ℝ f t = 0 := by linarith
    simpa [hc] using h
  · rintro rfl
    simp [climbingForce]

end

end NudgedElasticBand
```

```lean
#print axioms NudgedElasticBand.band_converged_iff
-- 'NudgedElasticBand.band_converged_iff' depends on axioms: [propext, Classical.choice, Quot.sound]
#print axioms NudgedElasticBand.segLen_of_converged
-- 'NudgedElasticBand.segLen_of_converged' depends on axioms: [propext, Classical.choice, Quot.sound]
#print axioms NudgedElasticBand.spacing_error
-- 'NudgedElasticBand.spacing_error' depends on axioms: [propext, Classical.choice, Quot.sound]
#print axioms NudgedElasticBand.climbingForce_eq_zero_iff
-- 'NudgedElasticBand.climbingForce_eq_zero_iff' depends on axioms: [propext, Classical.choice, Quot.sound]
```

Q: So a converged climbing image is a saddle point?

A: It is a stationary point, if \(f\) is minus the gradient of the energy. Whether it is a first-order saddle depends on the Hessian there, which has to be examined separately. Note also that `band_converged_iff` describes a band in which every interior image feels the springs. A climbing image feels none, so nothing forces the two segments that meet at it to be equal.

Q: And does the optimiser get there at all?

A: That is a question about dynamics. The theorems describe bands that are already force-free, or nearly so. They do not say that such a band exists for a given energy surface, or that a particular algorithm finds it.
